# For positive semidefinite $-v^{1/2}\chi_0v^{1/2}$, the RPA integrand lies between its second-order term and zero

## A wrong integrand can look plausible

An RPA correlation energy is an integral over imaginary frequency, taken here from zero to infinity. If the response enters with the wrong sign, or the trace term is lost, the integrand may still be a smooth, finite function, and a single value need not look wrong.

Let $v$ be the Coulomb matrix and $\chi_0$ the non-interacting density response at one imaginary frequency, both in a finite orthonormal real basis. Apart from the prefactor $1/2\pi$, the integrand is
$$\ln\det(1-v\chi_0)+\operatorname{tr}(v\chi_0)=\ln\det(1+Q)-\operatorname{tr}Q=:F(Q),$$
with $Q=-v^{1/2}\chi_0v^{1/2}$. Coulomb repulsion has a positive Fourier transform, so $v$ is positive semidefinite. For real orbitals, each excitation from an occupied to a higher empty orbital adds a negative semidefinite term to $\chi_0$ at imaginary frequency. Hence $Q$ is positive semidefinite.

## Bounds at one frequency

For such $Q$,
$$-\tfrac12\operatorname{tr}Q^2\le F(Q)\le 0,$$
and either equality holds exactly when $Q=0$. In a finite-basis RPA calculation this gives a check at every frequency point.

In Lean, the finite type `n` labels the basis functions and `rpaIntegrand Q` is $F(Q)$. Over the reals, `PosSemidef` includes symmetry, and `ᴴ` and `star` are the transpose. The theorem `response_bounds` states the two inequalities for $v\chi_0$ itself, without the equality cases. It assumes `v.PosSemidef` and `(-χ₀).PosSemidef`; the signs are not derived from orbitals, nor is the log-determinant formula derived from the adiabatic connection. The passage from these matrices to operators in a complete basis is not treated either.

## One mode, then all modes

Let $q>0$. The function $\ln(1+q)-2q/(q+2)$ vanishes at $q=0$ and has derivative
$$\frac1{1+q}-\frac4{(q+2)^2}=\frac{q^2}{(1+q)(q+2)^2}>0,$$
so $\ln(1+q)>2q/(q+2)$. Moreover,
$$\left(q-\tfrac{q^2}2\right)(q+2)=2q-\tfrac{q^3}2<2q,$$
so $q-q^2/2<2q/(q+2)$. Together with $\ln x<x-1$ at $x=1+q$, this gives
$$-\tfrac{q^2}2<\ln(1+q)-q<0.$$
At $q=0$ all three expressions vanish.

Now write $Q=U\operatorname{diag}(q_i)U^T$ with $U$ orthogonal and $q_i\ge0$. Then $\operatorname{tr}Q^k=\sum_iq_i^k$ and $\det(1+Q)=\prod_i(1+q_i)$, so
$$F(Q)=\sum_i[\ln(1+q_i)-q_i].$$
Summing the one-mode bounds proves the inequalities. In either equality case, terms of one sign sum to zero, so each vanishes. Strictness then forces every $q_i=0$, hence $Q=0$. Conversely, $Q=0$ makes both bounds equalities.

Positivity matters for the lower bound. The $1\times1$ matrix $Q=-1/2$ gives $F\approx-0.193$, below $-\tfrac12Q^2=-0.125$, although $1+Q$ is positive.

## Returning to $v\chi_0$

Factor $v=BB^T$, where $B$ is an orthogonal eigenvector matrix of $v$ times the diagonal matrix of square roots of its eigenvalues. This $B$ need not be the symmetric root $v^{1/2}$, but $Q=-B^T\chi_0B$ serves equally well: it is symmetric because $\chi_0$ is, and $x^TQx=(Bx)^T(-\chi_0)(Bx)\ge0$ for every vector $x$. From $\det(1+XY)=\det(1+YX)$ and cyclicity of the trace,
$$\det(1+Q)=\det(1-v\chi_0),\quad \operatorname{tr}Q=-\operatorname{tr}(v\chi_0),\quad \operatorname{tr}Q^2=\operatorname{tr}\big[(v\chi_0)^2\big].$$
Inserting these into the bounds for $F(Q)$ gives those for $v\chi_0$.

## The Lean development

```lean
import Mathlib

open Matrix

namespace RPALogIntegrand

variable {n : Type*} [Fintype n] [DecidableEq n]

/-- The RPA correlation integrand `ln det(1 + Q) - tr Q` at one imaginary frequency, as a
function of the symmetrised matrix `Q` of `-v χ₀`. -/
noncomputable def rpaIntegrand (Q : Matrix n n ℝ) : ℝ :=
  Real.log (1 + Q).det - Q.trace

/-- A real symmetric matrix is brought to diagonal form, with its eigenvalues on the diagonal,
by an orthogonal matrix. -/
theorem mode_decomposition {Q : Matrix n n ℝ} (h : Q.IsHermitian) :
    ∃ U : Matrix n n ℝ, star U * U = 1 ∧ Q = U * diagonal h.eigenvalues * star U := by
  refine ⟨(h.eigenvectorUnitary : Matrix n n ℝ),
    Matrix.mem_unitaryGroup_iff'.1 h.eigenvectorUnitary.2, ?_⟩
  have hs := h.spectral_theorem
  rw [Unitary.conjStarAlgAut_apply] at hs
  have hc : (RCLike.ofReal ∘ h.eigenvalues : n → ℝ) = h.eigenvalues := by
    ext i
    simp
  rw [hc] at hs
  exact hs

/-- The trace of the `k`-th power of a real symmetric matrix is the sum of the `k`-th powers
of its eigenvalues. -/
theorem trace_pow_eq_sum {Q : Matrix n n ℝ} (h : Q.IsHermitian) (k : ℕ) :
    (Q ^ k).trace = ∑ i, h.eigenvalues i ^ k := by
  obtain ⟨U, hU, hD⟩ := mode_decomposition h
  have hpow : ∀ (D : Matrix n n ℝ) (m : ℕ),
      (U * D * star U) ^ m = U * D ^ m * star U := by
    intro D m
    induction m with
    | zero => rw [pow_zero, pow_zero, mul_one, mul_eq_one_comm.1 hU]
    | succ m ih =>
      rw [pow_succ, ih, pow_succ]
      calc U * D ^ m * star U * (U * D * star U)
          = U * D ^ m * (star U * U) * D * star U := by simp only [mul_assoc]
        _ = U * (D ^ m * D) * star U := by rw [hU]; simp only [mul_one, mul_assoc]
  have key : ∀ q : n → ℝ, ((U * diagonal q * star U) ^ k).trace = ∑ i, q i ^ k := by
    intro q
    rw [hpow, Matrix.trace_mul_comm, ← mul_assoc, hU, one_mul, Matrix.diagonal_pow]
    simp [Matrix.trace]
  exact (congrArg (fun M => (M ^ k).trace) hD).trans (key _)

/-- For positive semidefinite `Q` the RPA integrand is the sum of `ln(1 + q) - q` over the
eigenvalues `q` of `Q`. -/
theorem rpaIntegrand_eq_sum {Q : Matrix n n ℝ} (hQ : Q.PosSemidef) :
    rpaIntegrand Q = ∑ i, (Real.log (1 + hQ.isHermitian.eigenvalues i)
      - hQ.isHermitian.eigenvalues i) := by
  have ht := trace_pow_eq_sum hQ.isHermitian 1
  simp only [pow_one] at ht
  obtain ⟨U, hU, hD⟩ := mode_decomposition hQ.isHermitian
  -- the determinant is the product of the mode factors 1 + q
  have key : ∀ q : n → ℝ, (1 + U * diagonal q * star U).det = ∏ i, (1 + q i) := by
    intro q
    rw [Matrix.det_one_add_mul_comm, ← mul_assoc, hU, one_mul, ← Matrix.diagonal_one,
      Matrix.diagonal_add, Matrix.det_diagonal]
  have hdet : (1 + Q).det = ∏ i, (1 + hQ.isHermitian.eigenvalues i) :=
    (congrArg (fun M => (1 + M).det) hD).trans (key _)
  unfold rpaIntegrand
  rw [hdet, ht, Real.log_prod, Finset.sum_sub_distrib]
  intro i _
  have hi := hQ.eigenvalues_nonneg i
  exact (by linarith : (0 : ℝ) < 1 + hQ.isHermitian.eigenvalues i).ne'

/-- One mode of strength `q > 0` contributes strictly between `-q²/2` and zero. -/
theorem mode_bounds {q : ℝ} (hq : 0 < q) :
    -q ^ 2 / 2 < Real.log (1 + q) - q ∧ Real.log (1 + q) - q < 0 := by
  have h1 := Real.le_log_one_add_of_nonneg hq.le
  have h2 : q - q ^ 2 / 2 < 2 * q / (q + 2) := by
    rw [lt_div_iff₀ (by positivity)]
    nlinarith [pow_pos hq 3]
  have h3 := Real.log_lt_sub_one_of_pos (by linarith : 0 < 1 + q) (by linarith : 1 + q ≠ 1)
  constructor <;> linarith


/-- If a function that vanishes at zero and is positive at positive arguments sums to zero over
the eigenvalues of a positive semidefinite `Q`, then `Q = 0`. -/
theorem eq_zero_of_sum_modes {Q : Matrix n n ℝ} (hQ : Q.PosSemidef) (g : ℝ → ℝ)
    (h0 : g 0 = 0) (hg : ∀ q, 0 < q → 0 < g q)
    (hs : ∑ i, g (hQ.isHermitian.eigenvalues i) = 0) : Q = 0 := by
  have hn : ∀ i, 0 ≤ g (hQ.isHermitian.eigenvalues i) := by
    intro i
    rcases (hQ.eigenvalues_nonneg i).eq_or_lt with h | h
    · have := congrArg g h
      linarith
    · exact (hg _ h).le
  have hz := (Finset.sum_eq_zero_iff_of_nonneg (fun i _ => hn i)).1 hs
  have he : hQ.isHermitian.eigenvalues = 0 := by
    funext i
    rcases (hQ.eigenvalues_nonneg i).eq_or_lt with h | h
    · exact h.symm
    · exact absurd (hz i (Finset.mem_univ i)) (hg _ h).ne'
  obtain ⟨U, _, hD⟩ := mode_decomposition hQ.isHermitian
  rw [he] at hD
  simpa using hD

/-- For positive semidefinite `Q` the RPA integrand lies between `-tr(Q²)/2` and zero, and it is
zero exactly when `Q = 0`. -/
theorem rpaIntegrand_bounds {Q : Matrix n n ℝ} (hQ : Q.PosSemidef) :
    -(Q ^ 2).trace / 2 ≤ rpaIntegrand Q ∧ rpaIntegrand Q ≤ 0 ∧
      (rpaIntegrand Q = 0 ↔ Q = 0) := by
  have hw : ∀ q : ℝ, 0 ≤ q →
      -q ^ 2 / 2 ≤ Real.log (1 + q) - q ∧ Real.log (1 + q) - q ≤ 0 := by
    intro q hq
    rcases hq.eq_or_lt with h | h
    · subst h
      simp
    · exact ⟨(mode_bounds h).1.le, (mode_bounds h).2.le⟩
  refine ⟨?_, ?_, ?_, ?_⟩
  · rw [rpaIntegrand_eq_sum hQ, trace_pow_eq_sum hQ.isHermitian 2,
      ← Finset.sum_neg_distrib, Finset.sum_div]
    exact Finset.sum_le_sum fun i _ => (hw _ (hQ.eigenvalues_nonneg i)).1
  · rw [rpaIntegrand_eq_sum hQ]
    exact Finset.sum_nonpos fun i _ => (hw _ (hQ.eigenvalues_nonneg i)).2
  · intro h
    rw [rpaIntegrand_eq_sum hQ] at h
    refine eq_zero_of_sum_modes hQ (fun q => -(Real.log (1 + q) - q)) (by simp)
      (fun q hq => neg_pos.2 (mode_bounds hq).2) ?_
    simp only [Finset.sum_neg_distrib, h, neg_zero]
  · rintro rfl
    simp [rpaIntegrand]

/-- For positive semidefinite `Q` the RPA integrand equals its second-order term `-tr(Q²)/2` exactly
when `Q = 0`. -/
theorem rpaIntegrand_eq_second_order_iff {Q : Matrix n n ℝ} (hQ : Q.PosSemidef) :
    rpaIntegrand Q = -(Q ^ 2).trace / 2 ↔ Q = 0 := by
  constructor
  · intro h
    rw [rpaIntegrand_eq_sum hQ, trace_pow_eq_sum hQ.isHermitian 2] at h
    refine eq_zero_of_sum_modes hQ (fun q => (Real.log (1 + q) - q) + q ^ 2 / 2) (by simp)
      (fun q hq => by linarith [(mode_bounds hq).1]) ?_
    simp only [Finset.sum_add_distrib, ← Finset.sum_div]
    linarith
  · rintro rfl
    simp [rpaIntegrand]


/-- For a positive semidefinite interaction `v` and a negative semidefinite response `χ₀`,
`ln det(1 - v χ₀) + tr(v χ₀)` lies between `-tr((v χ₀)²)/2` and zero. -/
theorem response_bounds {v χ₀ : Matrix n n ℝ} (hv : v.PosSemidef) (hχ : (-χ₀).PosSemidef) :
    -((v * χ₀) ^ 2).trace / 2 ≤ Real.log (1 - v * χ₀).det + (v * χ₀).trace ∧
      Real.log (1 - v * χ₀).det + (v * χ₀).trace ≤ 0 := by
  -- factor the interaction as v = B Bᵀ
  have hB : ∃ B : Matrix n n ℝ, v = B * Bᴴ := by
    obtain ⟨U, _, hD⟩ := mode_decomposition hv.isHermitian
    obtain ⟨s, hs⟩ : ∃ s : n → ℝ,
        diagonal s * diagonal s = diagonal hv.isHermitian.eigenvalues := by
      refine ⟨fun i => Real.sqrt (hv.isHermitian.eigenvalues i), ?_⟩
      rw [Matrix.diagonal_mul_diagonal]
      congr 1
      funext i
      exact Real.mul_self_sqrt (hv.eigenvalues_nonneg i)
    have hst : (diagonal s)ᴴ = diagonal s := by
      rw [Matrix.diagonal_conjTranspose, star_trivial]
    refine ⟨U * diagonal s, hD.trans ?_⟩
    rw [Matrix.conjTranspose_mul, hst, ← hs, Matrix.star_eq_conjTranspose]
    simp only [mul_assoc]
  obtain ⟨B, rfl⟩ := hB
  -- pass to the symmetrised matrix Q = -Bᵀ χ₀ B
  have hQ := hχ.conjTranspose_mul_mul_same B
  have hdet : (1 - B * Bᴴ * χ₀).det = (1 + Bᴴ * (-χ₀) * B).det := by
    rw [Matrix.det_one_add_mul_comm]
    congr 1
    noncomm_ring
  have htr : (Bᴴ * (-χ₀) * B).trace = -(B * Bᴴ * χ₀).trace := by
    rw [Matrix.trace_mul_comm, ← Matrix.trace_neg]
    congr 1
    noncomm_ring
  have htr2 : ((Bᴴ * (-χ₀) * B) ^ 2).trace = ((B * Bᴴ * χ₀) ^ 2).trace := by
    calc ((Bᴴ * (-χ₀) * B) ^ 2).trace
        = ((Bᴴ * (-χ₀) * B * Bᴴ * (-χ₀)) * B).trace := by
          congr 1
          noncomm_ring
      _ = (B * (Bᴴ * (-χ₀) * B * Bᴴ * (-χ₀))).trace := Matrix.trace_mul_comm _ _
      _ = ((B * Bᴴ * χ₀) ^ 2).trace := by
          congr 1
          noncomm_ring
  obtain ⟨h1, h2, _⟩ := rpaIntegrand_bounds hQ
  unfold rpaIntegrand at h1 h2
  rw [htr2, ← hdet, htr] at h1
  rw [← hdet, htr] at h2
  constructor <;> linarith

end RPALogIntegrand
```

```lean
#print axioms RPALogIntegrand.rpaIntegrand_eq_second_order_iff
#print axioms RPALogIntegrand.response_bounds
```

```
'RPALogIntegrand.rpaIntegrand_eq_second_order_iff' depends on axioms: [propext, Classical.choice, Quot.sound]
'RPALogIntegrand.response_bounds' depends on axioms: [propext, Classical.choice, Quot.sound]
```

## From eigenvalues to the response matrix

`mode_decomposition` puts the spectral theorem in the form $Q=U\operatorname{diag}(q_i)U^T$. `trace_pow_eq_sum` finds the powers by induction, cancelling $U^TU$ between factors. `rpaIntegrand_eq_sum` adds the determinant and splits the logarithm of the product, which needs every $1+q_i$ to be nonzero. Both prove their `key` identity for arbitrary diagonal entries first, because Lean's eigenvalues depend on $Q$ and rewriting $Q$ directly would disturb them.

`mode_bounds` takes the two logarithm inequalities from Mathlib; `nlinarith` closes the polynomial comparison using $q^3>0$. `eq_zero_of_sum_modes` holds the equality argument for a general function `g`. `rpaIntegrand_bounds` applies it to $q-\ln(1+q)$, and `rpaIntegrand_eq_second_order_iff` to $\ln(1+q)-q+q^2/2$.

In `response_bounds`, `hB` constructs the factor $B$, while `hdet`, `htr` and `htr2` are the three identities above. `noncomm_ring` rearranges the matrix products without commuting them.
